# Freezing the PAW strengths in a quadratic on-site energy gives a lower bound exactly when the symmetric interaction matrix is positive semidefinite

Suppose I let the on-site strengths of the PAW nonlocal potential follow the occupancies $\rho$ of the pairs of projector channels, $D(\rho)=a+U\rho$, and then freeze them at a reference $\rho_0$, as an ultrasoft pseudopotential does. The vector $a$ and the real symmetric matrix $U$ come from the energy $E(\rho)=a\cdot\rho+\tfrac12\rho^TU\rho$. The frozen version is a tangent to $E$, and I picture tangents as lying below the curve. Does freezing therefore always underestimate the on-site energy, and by how much?

## The missing energy is $\tfrac12 d^TUd$, whose sign can depend on the direction of $d$

No: if every real vector $\rho$ is allowed, it underestimates or matches the energy everywhere only when $U$ is positive semidefinite. For any displacement $v$,

$$E(\rho_0+v)=a\cdot\rho_0+a\cdot v+\tfrac12\left(\rho_0^TU\rho_0+\rho_0^TUv+v^TU\rho_0+v^TUv\right).$$

Symmetry makes the two cross terms equal, so with $D=a+U\rho_0$,

$$E(\rho_0+v)=E(\rho_0)+D\cdot v+\tfrac12v^TUv.$$

The frozen-strength energy is $L(\rho)=E(\rho_0)+D\cdot d$, where $d=\rho-\rho_0$. Setting $v=d$ gives

$$E(\rho)-L(\rho)=\tfrac12d^TUd.$$

At $\rho_0$ the values agree. Along $\rho_0+tv$ the two energies differ only by $\tfrac12t^2v^TUv$, so both have slope $D\cdot v$ at $t=0$.

Since $d$ can be any real vector, $L\le E$ everywhere means $d^TUd\ge0$ for all $d$, which is positive semidefiniteness. If $L=E$ everywhere, then $x^TUx=0$ for all $x$. Expanding $(x+y)^TU(x+y)=0$ leaves $2x^TUy=0$, and unit vectors give $U=0$.

Strengths taken at the midpoint remove the error, because the cross terms cancel:

$$D\!\left(\tfrac{\rho_0+\rho}{2}\right)\cdot d=a\cdot d+\tfrac12(\rho_0+\rho)^TU(\rho-\rho_0)=E(\rho)-E(\rho_0).$$

For $U=\mathrm{diag}(1,-1)$, raising the first occupancy by one gives $E-L=\tfrac12$; raising the second gives $-\tfrac12$. Your tangent picture fails in the second direction.

## Where the frozen strengths enter a calculation

When an ultrasoft potential is generated, the on-site strengths are evaluated at the occupancies of a reference atom and stored. In the solid, a PAW run recomputes the occupancies from the projections of the orbitals and updates these strengths during self-consistency; the ultrasoft run keeps the stored ones. The part of the full nonlocal strengths that comes from the augmentation charges in the smooth effective potential is updated in both.

For finitely many channels and a quadratic energy, the result gives the error in the on-site energy that comes from freezing the strengths, at given occupancies. Other differences between a PAW and an ultrasoft calculation, such as smoothed augmentation charges, are not included. In density-functional calculations the on-site energy also contains an exchange-correlation term, which is in general not quadratic in the occupancies; the step to that energy needs a separate argument.

## Occupancies as real vectors in Lean

The finite type `n` labels channel pairs, so one index of `ρ` stands for a pair of projectors. Here `ρ` is not the electron density, and `U` is not the Hubbard parameter. The functions `onsiteEnergy`, `strength` and `linearizedEnergy` are $E$, $D(\rho)$ and $L$; `⬝ᵥ` is the dot product and `*ᵥ` applies a matrix to a vector. The hypothesis `U.IsSymm` expresses that two channel pairs act on each other reciprocally.

In `linearization_le_iff` the reference is fixed and `ρ` runs over all real vectors, including occupancies that no set of orbitals produces. The gradient match is stated as equal slopes along every line through `ρ₀`.

```lean
import Mathlib

open Matrix

namespace PAWLinearization

noncomputable section

variable {n : Type*} [Fintype n]

/-- On-site energy `a·ρ + ½ ρᵀUρ` as a function of the occupancies `ρ`. -/
def onsiteEnergy (a : n → ℝ) (U : Matrix n n ℝ) (ρ : n → ℝ) : ℝ :=
  a ⬝ᵥ ρ + (1 / 2) * (ρ ⬝ᵥ U *ᵥ ρ)

/-- Strengths `D = a + Uρ` of the nonlocal potential at the occupancies `ρ`. -/
def strength (a : n → ℝ) (U : Matrix n n ℝ) (ρ : n → ℝ) : n → ℝ :=
  a + U *ᵥ ρ

/-- Energy at `ρ` with the strengths frozen at their values at the reference `ρ₀`. For symmetric `U`
this is the linearization of `onsiteEnergy` about `ρ₀`. -/
def linearizedEnergy (a : n → ℝ) (U : Matrix n n ℝ) (ρ₀ ρ : n → ℝ) : ℝ :=
  onsiteEnergy a U ρ₀ + strength a U ρ₀ ⬝ᵥ (ρ - ρ₀)

/-- A symmetric interaction couples two sets of occupancies reciprocally. -/
theorem interaction_comm {U : Matrix n n ℝ} (hU : U.IsSymm) (x y : n → ℝ) :
    x ⬝ᵥ U *ᵥ y = y ⬝ᵥ U *ᵥ x := by
  rw [Matrix.dotProduct_mulVec, ← Matrix.mulVec_transpose, hU.eq, dotProduct_comm]

/-- For symmetric `U`, a change `v` of the occupancies changes the energy by the strengths
times `v` plus the self-interaction `½ vᵀUv`. -/
theorem onsiteEnergy_add (a : n → ℝ) {U : Matrix n n ℝ} (hU : U.IsSymm) (ρ v : n → ℝ) :
    onsiteEnergy a U (ρ + v) =
      onsiteEnergy a U ρ + strength a U ρ ⬝ᵥ v + (1 / 2) * (v ⬝ᵥ U *ᵥ v) := by
  have h1 := interaction_comm hU ρ v
  have h2 := dotProduct_comm (U *ᵥ ρ) v
  simp only [onsiteEnergy, strength, Matrix.mulVec_add, dotProduct_add, add_dotProduct]
  linear_combination (1 / 2) * h1 - h2

/-- For symmetric `U`, the linearized energy misses exactly `½ dᵀUd`, where `d = ρ - ρ₀`. -/
theorem linearization_error (a : n → ℝ) {U : Matrix n n ℝ} (hU : U.IsSymm)
    (ρ₀ ρ : n → ℝ) :
    onsiteEnergy a U ρ - linearizedEnergy a U ρ₀ ρ =
      (1 / 2) * ((ρ - ρ₀) ⬝ᵥ U *ᵥ (ρ - ρ₀)) := by
  have h := onsiteEnergy_add a hU ρ₀ (ρ - ρ₀)
  have e : ρ₀ + (ρ - ρ₀) = ρ := by abel
  rw [e] at h
  unfold linearizedEnergy
  linarith

/-- A quadratic polynomial in `t` has its linear coefficient as slope at `t = 0`. -/
theorem hasDerivAt_quadratic (c g q : ℝ) :
    HasDerivAt (fun t : ℝ => c + t * g + t ^ 2 * q) g 0 := by
  have h1 := ((hasDerivAt_id' (0 : ℝ)).mul_const g).const_add c
  have h2 := ((hasDerivAt_id' (0 : ℝ)).fun_pow 2).mul_const q
  exact (h1.fun_add h2).congr_deriv (by norm_num)

/-- For symmetric `U`, the full and the linearized energy agree at the reference `ρ₀`, and
in every direction `v` both have the slope `D·v` there, with `D = a + Uρ₀`. -/
theorem linearization_matches (a : n → ℝ) {U : Matrix n n ℝ} (hU : U.IsSymm)
    (ρ₀ : n → ℝ) :
    linearizedEnergy a U ρ₀ ρ₀ = onsiteEnergy a U ρ₀ ∧
      ∀ v : n → ℝ,
        HasDerivAt (fun t : ℝ => onsiteEnergy a U (ρ₀ + t • v)) (strength a U ρ₀ ⬝ᵥ v) 0 ∧
        HasDerivAt (fun t : ℝ => linearizedEnergy a U ρ₀ (ρ₀ + t • v))
          (strength a U ρ₀ ⬝ᵥ v) 0 := by
  refine ⟨by simp [linearizedEnergy], fun v => ⟨?_, ?_⟩⟩
  · -- along a line the full energy is a quadratic polynomial
    have h : (fun t : ℝ => onsiteEnergy a U (ρ₀ + t • v)) = fun t : ℝ =>
        onsiteEnergy a U ρ₀ + t * (strength a U ρ₀ ⬝ᵥ v)
          + t ^ 2 * ((1 / 2) * (v ⬝ᵥ U *ᵥ v)) := by
      funext t
      rw [onsiteEnergy_add a hU]
      simp only [Matrix.mulVec_smul, dotProduct_smul, smul_dotProduct, smul_eq_mul]
      ring
    rw [h]
    exact hasDerivAt_quadratic _ _ _
  · -- the linearized energy has no quadratic term
    have h : (fun t : ℝ => linearizedEnergy a U ρ₀ (ρ₀ + t • v)) = fun t : ℝ =>
        onsiteEnergy a U ρ₀ + t * (strength a U ρ₀ ⬝ᵥ v) + t ^ 2 * 0 := by
      funext t
      unfold linearizedEnergy
      rw [add_sub_cancel_left, dotProduct_smul, smul_eq_mul]
      ring
    rw [h]
    exact hasDerivAt_quadratic _ _ _

/-- For symmetric `U`, the linearized energy is a lower bound to the full energy at all
occupancies if and only if `U` is positive semidefinite. -/
theorem linearization_le_iff (a : n → ℝ) {U : Matrix n n ℝ} (hU : U.IsSymm)
    (ρ₀ : n → ℝ) :
    (∀ ρ, linearizedEnergy a U ρ₀ ρ ≤ onsiteEnergy a U ρ) ↔ U.PosSemidef := by
  rw [Matrix.posSemidef_iff_dotProduct_mulVec]
  constructor
  · intro h
    refine ⟨Matrix.IsHermitian.ext fun i j => (star_trivial _).trans (hU.apply i j),
      fun x => ?_⟩
    -- test the bound at the displaced occupancies `ρ₀ + x`
    have h1 := h (ρ₀ + x)
    have h2 := linearization_error a hU ρ₀ (ρ₀ + x)
    rw [add_sub_cancel_left] at h2
    rw [star_trivial]
    linarith
  · rintro ⟨_, h⟩ ρ
    have h1 := h (ρ - ρ₀)
    rw [star_trivial] at h1
    have h2 := linearization_error a hU ρ₀ ρ
    linarith

/-- For symmetric `U`, the linearized energy is exact at all occupancies if and only if
`U` vanishes. -/
theorem linearization_exact_iff (a : n → ℝ) {U : Matrix n n ℝ} (hU : U.IsSymm)
    (ρ₀ : n → ℝ) :
    (∀ ρ, linearizedEnergy a U ρ₀ ρ = onsiteEnergy a U ρ) ↔ U = 0 := by
  classical
  constructor
  · intro h
    have q : ∀ x : n → ℝ, x ⬝ᵥ U *ᵥ x = 0 := by
      intro x
      have h1 := h (ρ₀ + x)
      have h2 := linearization_error a hU ρ₀ (ρ₀ + x)
      rw [add_sub_cancel_left] at h2
      linarith
    -- polarization: the quadratic form determines the symmetric matrix
    have p : ∀ x y : n → ℝ, x ⬝ᵥ U *ᵥ y = 0 := by
      intro x y
      have h1 := q (x + y)
      simp only [Matrix.mulVec_add, dotProduct_add, add_dotProduct] at h1
      linarith [q x, q y, interaction_comm hU x y]
    ext i j
    simpa using p (Pi.single i 1) (Pi.single j 1)
  · intro h ρ
    have h2 := linearization_error a hU ρ₀ ρ
    have h3 : (ρ - ρ₀) ⬝ᵥ U *ᵥ (ρ - ρ₀) = 0 := by simp [h]
    rw [h3] at h2
    linarith

/-- For symmetric `U`, strengths taken midway between `ρ₀` and `ρ` give the exact energy
difference between the two. -/
theorem midpoint_strength_exact (a : n → ℝ) {U : Matrix n n ℝ} (hU : U.IsSymm)
    (ρ₀ ρ : n → ℝ) :
    onsiteEnergy a U ρ - onsiteEnergy a U ρ₀ =
      strength a U ((1 / 2 : ℝ) • (ρ₀ + ρ)) ⬝ᵥ (ρ - ρ₀) := by
  simp only [onsiteEnergy, strength, Matrix.mulVec_smul, Matrix.mulVec_add,
    add_dotProduct, smul_dotProduct, dotProduct_sub, smul_eq_mul]
  linarith [interaction_comm hU ρ ρ₀, dotProduct_comm (U *ᵥ ρ₀) ρ₀,
    dotProduct_comm (U *ᵥ ρ) ρ, dotProduct_comm (U *ᵥ ρ₀) ρ, dotProduct_comm (U *ᵥ ρ) ρ₀]

/-- With `U = diag(1, -1)`, about any reference, the linearized energy is too low when the
first occupancy is raised by one and too high when the second is. -/
theorem indefinite_two_channel (a ρ₀ : Fin 2 → ℝ) :
    linearizedEnergy a !![1, 0; 0, -1] ρ₀ (ρ₀ + ![1, 0]) <
        onsiteEnergy a !![1, 0; 0, -1] (ρ₀ + ![1, 0]) ∧
      onsiteEnergy a !![1, 0; 0, -1] (ρ₀ + ![0, 1]) <
        linearizedEnergy a !![1, 0; 0, -1] ρ₀ (ρ₀ + ![0, 1]) := by
  have hU : (!![1, 0; 0, -1] : Matrix (Fin 2) (Fin 2) ℝ).IsSymm := by
    ext i j
    fin_cases i <;> fin_cases j <;> simp
  have h1 := linearization_error a hU ρ₀ (ρ₀ + ![1, 0])
  have h2 := linearization_error a hU ρ₀ (ρ₀ + ![0, 1])
  rw [add_sub_cancel_left] at h1 h2
  have e1 : (![1, 0] : Fin 2 → ℝ) ⬝ᵥ !![1, 0; 0, -1] *ᵥ ![1, 0] = 1 := by
    simp [Matrix.mulVec, dotProduct, Fin.sum_univ_two]
  have e2 : (![0, 1] : Fin 2 → ℝ) ⬝ᵥ !![1, 0; 0, -1] *ᵥ ![0, 1] = -1 := by
    simp [Matrix.mulVec, dotProduct, Fin.sum_univ_two]
  rw [e1] at h1
  rw [e2] at h2
  constructor <;> linarith

end

end PAWLinearization
```

```lean
#print axioms PAWLinearization.linearization_matches
-- 'PAWLinearization.linearization_matches' depends on axioms: [propext, Classical.choice, Quot.sound]
#print axioms PAWLinearization.linearization_exact_iff
-- 'PAWLinearization.linearization_exact_iff' depends on axioms: [propext, Classical.choice, Quot.sound]
#print axioms PAWLinearization.midpoint_strength_exact
-- 'PAWLinearization.midpoint_strength_exact' depends on axioms: [propext, Classical.choice, Quot.sound]
#print axioms PAWLinearization.indefinite_two_channel
-- 'PAWLinearization.indefinite_two_channel' depends on axioms: [propext, Classical.choice, Quot.sound]
```

## From one expansion to the bound

`interaction_comm` equates the cross terms, and `onsiteEnergy_add` uses it to obtain the expansion; `linear_combination` collects the terms. Substituting `ρ - ρ₀` for the displacement gives `linearization_error`.

For the slopes, `linearization_matches` rewrites both energies as polynomials in `t` and applies `hasDerivAt_quadratic`. In `linearization_le_iff`, the forward direction tests the bound at `ρ₀ + x`, which turns the error into the quadratic form at an arbitrary `x`; the reverse direction inserts `ρ - ρ₀` into that form.

`linearization_exact_iff` carries out the polarization and reads off the matrix entries with `Pi.single`. `midpoint_strength_exact` expands both sides and cancels the cross terms, and `indefinite_two_channel` evaluates the error formula for the two displacements.
